# The dipole tensor contracted with two vectors at non-zero separation

The dipole tensor for a separation r ≠ 0 in three dimensions is (3 r rᵀ − |r|² I) / |r|⁵. The lemma `dipoleTensor_pairing` states that, for any real vectors u and p, its contraction u · T(r)p is (3 (u · r)(r · p) − |r|² (u · p)) / |r|⁵. Neither u nor p need have unit length; when u does, and p is a point dipole's moment, this is the component along u of the dipole's field at displacement r, in units where the Coulomb constant is 1. The attempt writes both sides out in components, clears the powers of |r| from the denominators, and leaves the remaining polynomial identity to `ring`.

This version doesn't compile in Lean 4 with Mathlib:

```lean
import Mathlib

open Matrix

namespace LorentzCubicNearField

noncomputable section

/-- The Euclidean length of a vector in three-dimensional space. -/
def len (r : Fin 3 → ℝ) : ℝ := √(∑ i, r i ^ 2)

/-- The dipole tensor `(3 r rᵀ - |r|² I) / |r|⁵`, for a separation `r ≠ 0`. -/
def dipoleTensor (r : Fin 3 → ℝ) : Matrix (Fin 3) (Fin 3) ℝ :=
  (1 / len r ^ 5) • ((3 : ℝ) • vecMulVec r r - len r ^ 2 • 1)

/-- A non-zero vector has positive length. -/
lemma len_pos {r : Fin 3 → ℝ} (hr : r ≠ 0) : 0 < len r := by
  obtain ⟨i, hi⟩ := Function.ne_iff.1 hr
  have hi' : r i ≠ 0 := hi
  exact Real.sqrt_pos.2 (Finset.sum_pos' (fun k _ => sq_nonneg (r k))
    ⟨i, Finset.mem_univ i, by positivity⟩)

/-- The dipole tensor between two vectors is
`(3 (u · r)(r · p) - |r|² (u · p)) / |r|⁵`, for `r ≠ 0`. -/
lemma dipoleTensor_pairing (u p : Fin 3 → ℝ) {r : Fin 3 → ℝ} (hr : r ≠ 0) :
    u ⬝ᵥ dipoleTensor r *ᵥ p =
      (3 * (u ⬝ᵥ r) * (r ⬝ᵥ p) - len r ^ 2 * (u ⬝ᵥ p)) / len r ^ 5 := by
  have hL := (len_pos hr).ne'
  simp only [dipoleTensor, dotProduct, mulVec, Fin.sum_univ_three, Matrix.smul_apply,
    Matrix.sub_apply, vecMulVec_apply, Matrix.one_apply, smul_eq_mul]
  norm_num
  field_simp
  ring

end

end LorentzCubicNearField
```

The compiler's answer:

```
Try this:
  [apply] ring_nf
  
  The `ring` tactic failed to close the goal. Use `ring_nf` to obtain a normal form.
    
  Note that `ring` works primarily in *commutative* rings. If you have a noncommutative ring, abelian group or module, consider using `noncomm_ring`, `abel` or `module` instead.
Main.lean:27:70: error: unsolved goals
u p r : Fin 3 → ℝ
hr : r ≠ 0
hL : len r ≠ 0
⊢ (((u 0 * r 0 * r 1 * p 1 * 3 + u 0 * r 0 * r 2 * p 2 * 3 + u 0 * r 0 ^ 2 * p 0 * 3 - u 0 * len r ^ 2 * p 0 -
                            (u 0 * if 0 = 2 then len r ^ 2 else 0) * p 2 +
                          r 0 * p 0 * r 1 * u 1 * 3 +
                        r 0 * p 0 * r 2 * u 2 * 3 -
                      len r ^ 2 * p 1 * u 1 -
                    len r ^ 2 * p 2 * u 2 -
                  p 0 * u 2 * if 2 = 0 then len r ^ 2 else 0) +
                r 1 * p 1 * r 2 * u 2 * 3 +
              r 1 * r 2 * p 2 * u 1 * 3 +
            r 1 ^ 2 * p 1 * u 1 * 3 -
          p 1 * u 2 * if 2 = 1 then len r ^ 2 else 0) +
        r 2 ^ 2 * p 2 * u 2 * 3 -
      p 2 * u 1 * if 1 = 2 then len r ^ 2 else 0) =
    u 0 * r 0 * r 1 * p 1 * 3 + u 0 * r 0 * r 2 * p 2 * 3 + u 0 * r 0 ^ 2 * p 0 * 3 - u 0 * len r ^ 2 * p 0 +
                    r 0 * p 0 * r 1 * u 1 * 3 +
                  r 0 * p 0 * r 2 * u 2 * 3 -
                len r ^ 2 * p 1 * u 1 -
              len r ^ 2 * p 2 * u 2 +
            r 1 * p 1 * r 2 * u 2 * 3 +
          r 1 * r 2 * p 2 * u 1 * 3 +
        r 1 ^ 2 * p 1 * u 1 * 3 +
      r 2 ^ 2 * p 2 * u 2 * 3
```

This version goes through:

```diff
@@ -28,6 +28,11 @@
   have hL := (len_pos hr).ne'
   simp only [dipoleTensor, dotProduct, mulVec, Fin.sum_univ_three, Matrix.smul_apply,
-    Matrix.sub_apply, vecMulVec_apply, Matrix.one_apply, smul_eq_mul]
-  norm_num
+    Matrix.sub_apply, vecMulVec_apply, smul_eq_mul, Matrix.one_apply_eq,
+    Matrix.one_apply_ne (show (0 : Fin 3) ≠ 1 by decide),
+    Matrix.one_apply_ne (show (0 : Fin 3) ≠ 2 by decide),
+    Matrix.one_apply_ne (show (1 : Fin 3) ≠ 0 by decide),
+    Matrix.one_apply_ne (show (1 : Fin 3) ≠ 2 by decide),
+    Matrix.one_apply_ne (show (2 : Fin 3) ≠ 0 by decide),
+    Matrix.one_apply_ne (show (2 : Fin 3) ≠ 1 by decide)]
   field_simp
   ring
```

What went wrong. The error is an unsolved goal: `ring` could not close the identity, and the "Try this" message only suggests `ring_nf` in its place. The two sides left over differ by four terms containing conditionals, such as `if 0 = 2 then len r ^ 2 else 0`.

These come from `Matrix.one_apply`, which writes each entry of the identity matrix as an `if` on whether its indices are equal. The conditionals that remain all compare 2 with 0 or 1, and the steps before `ring` had not decided them. Each is zero, since the indices are distinct elements of `Fin 3`, but `ring` does not decide such conditions and treats the conditionals as unknown quantities.

The repair never introduces the conditionals. `Matrix.one_apply_eq` turns diagonal entries into 1, and `Matrix.one_apply_ne` turns each of the six off-diagonal entries into 0, with `decide` proving the indices distinct. `norm_num` is then no longer needed, and `field_simp` and `ring` finish the proof.
